# For a real symmetric matrix H, m independent states propagated by exp(−tH) have a Ritz value no lower than the m-th lowest level

## Can imaginary-time projection pull the highest Ritz value below its level?

Let H be a real symmetric d×d Hamiltonian with levels E_0 ≤ E_1 ≤ … ≤ E_{d−1}, and let f_0, …, f_k be linearly independent trial states. I propagate each of them with exp(−tH) and diagonalise H in the space they span, hoping to read off excited states.

What bothers me is that propagation damps high levels relative to low ones. If every trial state overlaps with a non-degenerate ground state, they all turn towards it as t grows. Could the highest of my energies then drop below E_k at large t, so that it is no longer an upper bound?

## The span keeps a vector free of the k lowest eigenstates

No. At every t, the highest energy is at least E_k. Each propagated state may approach the ground state, but some combination of them has no component on the k lowest eigenvectors.

Write v_i for orthonormal eigenvectors, H v_i = E_i v_i, and U = exp(−tH), with t in units of inverse energy. Let W be the span of the U f_j. The Rayleigh quotient of a nonzero x is

R(x) = ⟨x, Hx⟩ / ⟨x, x⟩.

A Ritz value θ of H on W is a number for which some nonzero x in W satisfies

⟨y, Hx⟩ = θ ⟨y, x⟩ for all y in W.

In the basis U f_j this is the generalised eigenvalue problem with Hamiltonian and overlap matrices.

**Propagation rescales amplitudes.** Put g(s) = exp(−sE_i) exp(sH) v_i. Then

g′(s) = −E_i g(s) + exp(−sE_i) exp(sH) H v_i = 0,

so g(−t) = g(0) = v_i, which says U v_i = exp(−tE_i) v_i. Expanding z in the eigenbasis gives

⟨v_i, Uz⟩ = exp(−tE_i) ⟨v_i, z⟩.

**A suitable combination exists.** Take z = Σ_j c_j f_j and require ⟨v_i, z⟩ = 0 for all i < k. These are k homogeneous linear equations for k+1 coefficients, so there is a solution c ≠ 0. Linear independence gives z ≠ 0.

**Its energy is high enough.** Let x = Uz, with amplitudes a_i = ⟨v_i, x⟩. They vanish for i < k, because those of z do. They do not all vanish, because the exponential factors are positive and z ≠ 0. Hence x ≠ 0 and

⟨x, Hx⟩ = Σ_i E_i a_i² ≥ E_k Σ_i a_i² = E_k ‖x‖²,

that is, R(x) ≥ E_k.

**A Ritz value lies at least as high.** Let P be the orthogonal projection onto W. The operator T = PH restricted to W is symmetric, so W has an orthonormal basis b_i with T b_i = θ_i b_i. For y in W, ⟨y, H b_i⟩ = ⟨y, T b_i⟩ = θ_i ⟨y, b_i⟩, so each θ_i is a Ritz value. With β_i = ⟨b_i, x⟩,

R(x) = Σ_i θ_i β_i² / Σ_i β_i² ≤ max_i θ_i.

Together, E_k ≤ R(x) ≤ max_i θ_i.

**Two extreme cases.** For k = 0 there is one nonzero trial state, no equation has to be solved, and the result is the ordinary variational bound on the ground state. For k = d−1 the propagated states span the whole space, the Ritz values are the levels themselves, and the bound is an equality.

**Dependent trial states.** It is not enough that the trial states are normalised and pairwise different as physical states. Take H = diag(0, 1, 2), f_0 = (1, 0, 0), f_1 = (0, 1, 0) and f_2 = (1, 1, 0)/√2. The propagated span is the plane of the first two axes, its Ritz values are 0 and 1, and E_2 = 2.

In the Lean version, `State d` is real d-component Euclidean space and `H` is a continuous linear operator on it. `OrderedSpectrum H v E` says that the orthonormal basis `v` consists of eigenvectors and that the levels `E` are nondecreasing. This can be had for every symmetric `H`, by `exists_orderedSpectrum`. Degenerate levels are allowed and are counted with multiplicity.

The index `k : Fin d` starts at zero, so `E k` is the (k+1)-th lowest level, and `f` has `k.val + 1` members. The name `propagator` means the imaginary-time operator exp(−tH), not the real-time evolution. `projectedSpan H t f` is W, and `rayleigh` divides by ‖x‖², so vectors need not be normalised.

The theorem `exists_rayleigh_ge` states that W contains a nonzero vector with Rayleigh quotient at least `E k`. The theorem `exists_ritz_ge_level` states that W has a Ritz value at least `E k`; the largest Ritz value is then at least `E k` too. Both hold for every real `t`, negative values included. Neither says how close the Ritz value comes to the level, and neither pairs the lower Ritz values with levels.

```lean
import Mathlib

open scoped InnerProductSpace

noncomputable section

namespace ProjectedBasisRitz

/-- Real state vectors with `d` components. -/
abbrev State (d : ℕ) := EuclideanSpace ℝ (Fin d)

variable {d : ℕ}

/-- The orthonormal basis `v` consists of eigenvectors of `H`, with levels `E` in
nondecreasing order. -/
def OrderedSpectrum (H : State d →L[ℝ] State d) (v : OrthonormalBasis (Fin d) ℝ (State d))
    (E : Fin d → ℝ) : Prop :=
  Monotone E ∧ ∀ i, H (v i) = E i • v i

/-- The imaginary-time propagator `exp(-tH)`. -/
def propagator (H : State d →L[ℝ] State d) (t : ℝ) : State d →L[ℝ] State d :=
  NormedSpace.exp ((-t) • H)

/-- The projected space: the image under `exp(-tH)` of the span of the trial states `f i`. -/
def projectedSpan {m : ℕ} (H : State d →L[ℝ] State d) (t : ℝ) (f : Fin m → State d) :
    Submodule ℝ (State d) :=
  (Submodule.span ℝ (Set.range f)).map (propagator H t : State d →ₗ[ℝ] State d)

/-- The Rayleigh quotient `⟨x, Hx⟩ / ⟨x, x⟩` of a nonzero vector `x`. -/
def rayleigh (H : State d →L[ℝ] State d) (x : State d) : ℝ := ⟪x, H x⟫_ℝ / ‖x‖ ^ 2

/-- `θ` is a Ritz value of `H` on `W`: some nonzero `x` in `W` solves the eigenvalue equation
`Hx = θx` when tested against all vectors of `W`. -/
def IsRitzValue (H : State d →L[ℝ] State d) (W : Submodule ℝ (State d)) (θ : ℝ) : Prop :=
  ∃ x ∈ W, x ≠ 0 ∧ ∀ y ∈ W, ⟪y, H x⟫_ℝ = θ * ⟪y, x⟫_ℝ

/-- Every real symmetric Hamiltonian has an orthonormal eigenbasis with ordered levels. -/
theorem exists_orderedSpectrum (H : State d →L[ℝ] State d)
    (hH : (H : State d →ₗ[ℝ] State d).IsSymmetric) : ∃ v E, OrderedSpectrum H v E := by
  have hd : Module.finrank ℝ (State d) = d := by simp
  refine ⟨(hH.eigenvectorBasis hd).reindex (Tuple.sort (hH.eigenvalues hd)).symm,
    hH.eigenvalues hd ∘ Tuple.sort (hH.eigenvalues hd), Tuple.monotone_sort _, fun i => ?_⟩
  rw [OrthonormalBasis.reindex_apply]
  exact hH.apply_eigenvectorBasis hd (Tuple.sort (hH.eigenvalues hd) i)

/-- An eigenvector of `H` with eigenvalue `ε` is multiplied by `exp(-tε)` under `exp(-tH)`. -/
theorem propagator_eigenvector {H : State d →L[ℝ] State d} {w : State d} {ε : ℝ}
    (h : H w = ε • w) (t : ℝ) : propagator H t w = Real.exp (-t * ε) • w := by
  -- `exp(-sε) exp(sH) w` does not depend on `s`
  have hg : ∀ s : ℝ, HasDerivAt
      (fun u : ℝ => Real.exp (-(u * ε)) • (NormedSpace.exp (u • H)) w) 0 s := by
    intro s
    have h1 : HasDerivAt (fun u : ℝ => NormedSpace.exp (u • H))
        (NormedSpace.exp (s • H) * H) s := hasDerivAt_exp_smul_const H s
    have h2 := h1.clm_apply (hasDerivAt_const s w)
    have h3 : HasDerivAt (fun u : ℝ => -(u * ε)) (-ε) s := (hasDerivAt_mul_const ε).fun_neg
    have h4 : (NormedSpace.exp (s • H) * H) w = ε • (NormedSpace.exp (s • H)) w := by
      change (NormedSpace.exp (s • H)) (H w) = _
      rw [h, map_smul]
    refine (h3.exp.smul h2).congr_deriv ?_
    simp only [h4, map_zero, add_zero]
    module
  have hc := is_const_of_deriv_eq_zero
    (f := fun u : ℝ => Real.exp (-(u * ε)) • (NormedSpace.exp (u • H)) w)
    (fun s => (hg s).differentiableAt) (fun s => (hg s).deriv) (-t) 0
  have hstart : (NormedSpace.exp ((0 : ℝ) • H)) w = w := by
    have hz : (0 : ℝ) • H = 0 := zero_smul ℝ H
    have h0 : NormedSpace.exp (0 : State d →L[ℝ] State d) = 1 := NormedSpace.exp_zero
    have h1 := DFunLike.congr_fun h0 w
    rw [hz]
    exact h1
  have hw : Real.exp (-(-t * ε)) • propagator H t w = w := hc.trans (by
    simp only [zero_mul, neg_zero, Real.exp_zero, one_smul]
    exact hstart)
  calc propagator H t w
      = (Real.exp (-t * ε) * Real.exp (-(-t * ε))) • propagator H t w := by
        rw [← Real.exp_add, add_neg_cancel, Real.exp_zero, one_smul]
    _ = Real.exp (-t * ε) • w := by rw [mul_smul, hw]

section Expansion

variable {F : Type*} [NormedAddCommGroup F] [InnerProductSpace ℝ F] {n : ℕ}
  (b : OrthonormalBasis (Fin n) ℝ F)

/-- An operator diagonal in an orthonormal basis multiplies each amplitude by its eigenvalue. -/
theorem amplitude_apply (A : F →ₗ[ℝ] F) (a : Fin n → ℝ) (hA : ∀ i, A (b i) = a i • b i)
    (x : F) (i : Fin n) : ⟪b i, A x⟫_ℝ = a i * ⟪b i, x⟫_ℝ := by
  conv_lhs => rw [← b.sum_repr' x]
  simp only [map_sum, inner_sum, map_smul, hA, inner_smul_right,
    orthonormal_iff_ite.mp b.orthonormal, mul_ite, mul_one, mul_zero, Finset.sum_ite_eq,
    Finset.mem_univ, if_true]
  ring

/-- The expectation value of an operator diagonal in an orthonormal basis is the sum of its
eigenvalues weighted by the squared amplitudes. -/
theorem expectation_eq (A : F →ₗ[ℝ] F) (a : Fin n → ℝ) (hA : ∀ i, A (b i) = a i • b i)
    (x : F) : ⟪x, A x⟫_ℝ = ∑ i, a i * ⟪b i, x⟫_ℝ ^ 2 := by
  rw [← b.sum_inner_mul_inner x (A x)]
  refine Finset.sum_congr rfl fun i _ => ?_
  rw [amplitude_apply b A a hA, real_inner_comm (b i) x]
  ring

/-- The squared norm is the sum of the squared amplitudes in an orthonormal basis. -/
theorem norm_sq_eq (x : F) : ‖x‖ ^ 2 = ∑ i, ⟪b i, x⟫_ℝ ^ 2 := by
  have h := expectation_eq b LinearMap.id (fun _ => 1) (fun i => by simp) x
  simpa only [LinearMap.id_apply, real_inner_self_eq_norm_sq, one_mul] using h

end Expansion

variable {H : State d →L[ℝ] State d} {v : OrthonormalBasis (Fin d) ℝ (State d)} {E : Fin d → ℝ}

/-- If `H` has an orthonormal eigenbasis `v` with levels `E` in nondecreasing order, counted from
zero, then the projected span of `k + 1` linearly independent trial states contains a nonzero vector
whose Rayleigh quotient is at least `E k`. -/
theorem exists_rayleigh_ge (hE : OrderedSpectrum H v E) (k : Fin d)
    {f : Fin (k.val + 1) → State d} (hf : LinearIndependent ℝ f) (t : ℝ) :
    ∃ x ∈ projectedSpan H t f, x ≠ 0 ∧ E k ≤ rayleigh H x := by
  -- `k` homogeneous linear conditions on `k + 1` coefficients have a nonzero solution
  let L : (Fin (k.val + 1) → ℝ) →ₗ[ℝ] (Fin k.val → ℝ) :=
    { toFun := fun c i => ⟪v ⟨i.val, i.isLt.trans k.isLt⟩, ∑ j, c j • f j⟫_ℝ
      map_add' := fun a c => by
        ext i
        simp only [Pi.add_apply, add_smul, Finset.sum_add_distrib, inner_add_right]
      map_smul' := fun r c => by
        ext i
        simp only [Pi.smul_apply, smul_eq_mul, mul_smul, ← Finset.smul_sum, inner_smul_right,
          RingHom.id_apply] }
  obtain ⟨c, hc, hLc⟩ : ∃ c, c ≠ 0 ∧ L c = 0 := by
    by_contra hcon
    have hinj : Function.Injective L := (injective_iff_map_eq_zero L).2 fun c hc => by
      by_contra h
      exact hcon ⟨c, h, hc⟩
    have hle := LinearMap.finrank_le_finrank_of_injective hinj
    simp at hle
  obtain ⟨z, hz⟩ : ∃ z, z = ∑ j, c j • f j := ⟨_, rfl⟩
  have hz0 : z ≠ 0 := fun h =>
    hc (funext (Fintype.linearIndependent_iff.1 hf c (hz.symm.trans h)))
  have hlow : ∀ i, i < k → ⟪v i, z⟫_ℝ = 0 := fun i hi => by
    rw [hz]
    exact congrFun hLc ⟨i.val, hi⟩
  have hU : ∀ i, ⟪v i, propagator H t z⟫_ℝ = Real.exp (-t * E i) * ⟪v i, z⟫_ℝ :=
    amplitude_apply v (propagator H t : State d →ₗ[ℝ] State d) _
      (fun i => propagator_eigenvector (hE.2 i) t) z
  -- propagation does not annihilate the vector
  have hne : propagator H t z ≠ 0 := fun h0 => hz0 <| by
    have hzero : ∀ i, ⟪v i, z⟫_ℝ = 0 := fun i => by
      have h := hU i
      rw [h0, inner_zero_right] at h
      exact (mul_eq_zero.1 h.symm).resolve_left (Real.exp_pos _).ne'
    have hn := norm_sq_eq v z
    simp only [hzero] at hn
    simpa using hn
  have hmem : z ∈ Submodule.span ℝ (Set.range f) := by
    rw [hz]
    exact Submodule.sum_mem _ fun j _ =>
      Submodule.smul_mem _ _ (Submodule.subset_span ⟨j, rfl⟩)
  refine ⟨propagator H t z, ⟨z, hmem, rfl⟩, hne, ?_⟩
  have he : ⟪propagator H t z, H (propagator H t z)⟫_ℝ = _ :=
    expectation_eq v (H : State d →ₗ[ℝ] State d) E hE.2 _
  rw [rayleigh, le_div_iff₀ (pow_pos (norm_pos_iff.2 hne) 2), he, norm_sq_eq v, Finset.mul_sum]
  refine Finset.sum_le_sum fun i _ => ?_
  rcases lt_or_ge i k with hi | hi
  · simp [hU, hlow i hi]
  · exact mul_le_mul_of_nonneg_right (hE.1 hi) (sq_nonneg _)

/-- For symmetric `H`, the Rayleigh quotient of any nonzero vector of `W` is bounded above by
some Ritz value of `H` on `W`. -/
theorem exists_ritz_ge_rayleigh (hH : (H : State d →ₗ[ℝ] State d).IsSymmetric)
    {W : Submodule ℝ (State d)} {x : State d} (hx : x ∈ W) (hx0 : x ≠ 0) :
    ∃ θ, IsRitzValue H W θ ∧ rayleigh H x ≤ θ := by
  -- diagonalise the compression of `H` to `W`
  let T : W →ₗ[ℝ] W :=
    LinearMap.adjoint W.subtype ∘ₗ (H : State d →ₗ[ℝ] State d) ∘ₗ W.subtype
  have hT : ∀ a b : W, ⟪a, T b⟫_ℝ = ⟪(a : State d), H b⟫_ℝ := fun a b =>
    LinearMap.adjoint_inner_right W.subtype a (H b)
  have hs : T.IsSymmetric := fun a b =>
    (real_inner_comm b (T a)).trans ((hT b a).trans
      ((real_inner_comm (H a) (b : State d)).trans ((hH a b).trans (hT a b).symm)))
  let b := hs.eigenvectorBasis rfl
  let θ := hs.eigenvalues rfl
  have hb : ∀ i, T (b i) = θ i • b i := fun i => hs.apply_eigenvectorBasis rfl i
  have hr : ∀ i, IsRitzValue H W (θ i) := fun i => by
    refine ⟨b i, (b i).2, fun h => b.orthonormal.ne_zero i (Subtype.ext h), fun y hy => ?_⟩
    have h := hT ⟨y, hy⟩ (b i)
    rw [hb] at h
    have h2 : ⟪y, θ i • (b i : State d)⟫_ℝ = ⟪y, H (b i)⟫_ℝ := h
    exact h2.symm.trans (real_inner_smul_right y (b i : State d) (θ i))
  by_contra hcon
  have hlt : ∀ i, θ i < rayleigh H x := fun i =>
    lt_of_not_ge fun h => hcon ⟨θ i, hr i, h⟩
  have he : ⟪x, H x⟫_ℝ = ∑ i, θ i * ⟪b i, (⟨x, hx⟩ : W)⟫_ℝ ^ 2 :=
    (hT ⟨x, hx⟩ ⟨x, hx⟩).symm.trans (expectation_eq b T θ hb _)
  have hn : ‖x‖ ^ 2 = ∑ i, ⟪b i, (⟨x, hx⟩ : W)⟫_ℝ ^ 2 := norm_sq_eq b (⟨x, hx⟩ : W)
  have hpos : 0 < ‖x‖ ^ 2 := pow_pos (norm_pos_iff.2 hx0) 2
  obtain ⟨i, hi⟩ : ∃ i, ⟪b i, (⟨x, hx⟩ : W)⟫_ℝ ≠ 0 := by
    by_contra h
    have h' : ∀ i, ⟪b i, (⟨x, hx⟩ : W)⟫_ℝ = 0 := fun i => not_not.1 fun hi => h ⟨i, hi⟩
    simp only [h'] at hn
    exact hpos.ne' (by simpa using hn)
  -- if all Ritz values were smaller, so would be their weighted mean
  have hsum : ∑ j, θ j * ⟪b j, (⟨x, hx⟩ : W)⟫_ℝ ^ 2
      < ∑ j, rayleigh H x * ⟪b j, (⟨x, hx⟩ : W)⟫_ℝ ^ 2 :=
    Finset.sum_lt_sum (fun j _ => mul_le_mul_of_nonneg_right (hlt j).le (sq_nonneg _))
      ⟨i, Finset.mem_univ i, mul_lt_mul_of_pos_right (hlt i) (by positivity)⟩
  rw [← he, ← Finset.mul_sum, ← hn, rayleigh, div_mul_cancel₀ _ hpos.ne'] at hsum
  exact lt_irrefl _ hsum

/-- If `H` has an orthonormal eigenbasis `v` with levels `E` in nondecreasing order, counted from
zero, then `k + 1` linearly independent trial states propagated by `exp(-tH)` give a Ritz value that
is at least `E k`. -/
theorem exists_ritz_ge_level (hE : OrderedSpectrum H v E) (k : Fin d)
    {f : Fin (k.val + 1) → State d} (hf : LinearIndependent ℝ f) (t : ℝ) :
    ∃ θ, IsRitzValue H (projectedSpan H t f) θ ∧ E k ≤ θ := by
  have hamp : ∀ x i, ⟪v i, H x⟫_ℝ = E i * ⟪v i, x⟫_ℝ :=
    amplitude_apply v (H : State d →ₗ[ℝ] State d) E hE.2
  -- real levels and an orthonormal eigenbasis make `H` symmetric
  have hH : (H : State d →ₗ[ℝ] State d).IsSymmetric := fun a b => by
    change ⟪H a, b⟫_ℝ = ⟪a, H b⟫_ℝ
    rw [← v.sum_inner_mul_inner (H a) b, ← v.sum_inner_mul_inner a (H b)]
    refine Finset.sum_congr rfl fun i _ => ?_
    rw [real_inner_comm (v i) (H a), hamp, hamp, real_inner_comm (v i) a]
    ring
  obtain ⟨x, hx, hx0, hle⟩ := exists_rayleigh_ge hE k hf t
  obtain ⟨θ, hθ, hxθ⟩ := exists_ritz_ge_rayleigh hH hx hx0
  exact ⟨θ, hθ, hle.trans hxθ⟩

end ProjectedBasisRitz
```

```lean
#print axioms ProjectedBasisRitz.exists_orderedSpectrum
-- 'ProjectedBasisRitz.exists_orderedSpectrum' depends on axioms: [propext, Classical.choice, Quot.sound]
#print axioms ProjectedBasisRitz.exists_ritz_ge_level
-- 'ProjectedBasisRitz.exists_ritz_ge_level' depends on axioms: [propext, Classical.choice, Quot.sound]
```

`propagator_eigenvector` is the derivative argument: the function called g above is shown to have derivative zero, and `is_const_of_deriv_eq_zero` compares its values at −t and 0.

The three lemmas `amplitude_apply`, `expectation_eq` and `norm_sq_eq` are the expansions in an orthonormal eigenbasis. They are stated for a general real inner product space because they are needed in two spaces: for `v` in the full space and for the eigenbasis of `T` in W.

In `exists_rayleigh_ge`, the linear map `L` sends the coefficients c to the k overlaps that should vanish. If only c = 0 were sent to zero, `L` would be injective from k+1 dimensions into k, which the dimension count refutes. `hlow` records the missing low components, `hU` the exponential factors and `hne` that the propagated vector is nonzero. The energy inequality is then checked term by term: for i < k both sides are zero, and for i ≥ k the ordering of the levels applies.

In `exists_ritz_ge_rayleigh`, the operator `T` is built as the adjoint of the inclusion of W, after `H`, after the inclusion, which is PH on W. The maximum is avoided by contradiction. If every θ_i were below R(x), their weighted mean would be too, since at least one weight is positive; but that mean is R(x).

`exists_ritz_ge_level` first derives the symmetry of `H` from its real levels and orthonormal eigenbasis, so symmetry is not a separate hypothesis. It then chains the two inequalities.

For projector Monte Carlo calculations of excited states, this means that projection time alone cannot spoil the upper bound, provided that H is a finite real symmetric matrix, the trial states are linearly independent, and the Hamiltonian and overlap matrices of the propagated states are known exactly. When these matrices are estimated by sampling, they carry statistical noise, and the highest Ritz value computed from them can fall below E_k. Long projection times can make this worse when the propagated states become nearly parallel and the overlap matrix nearly singular.
